# A symmetry operation acts on the sign-weighted group average as multiplication by its sign

A finite group G is represented by unitary matrices U_g on a finite-dimensional complex space, and a homomorphism χ gives each element a sign, +1 or −1. The lemma concerns the signed average P = |G|⁻¹ ∑ χ(g) U_g, and says that U_h P = χ(h) P and P U_h = χ(h) P for every h in G. Exchange of identical particles is an example, with χ either trivial or the sign of the permutation. The proof takes the two products in turn, carries U_h inside the sum, relabels the sum by g ↦ hg or g ↦ gh, and uses χ(h)² = 1 to match the terms.

In Lean, a first try:

```lean
import Mathlib

open Matrix

namespace SymmetrisationProjectors

noncomputable section

variable {G n : Type*} [Group G] [Fintype G] [Fintype n] [DecidableEq n]

/-- The sign `χ(g) = ±1` of a group element, as a complex number. -/
def phase {G : Type*} [Group G] (χ : G →* ℤˣ) (g : G) : ℂ := ((χ g : ℤ) : ℂ)

/-- The signed group average `|G|⁻¹ ∑ χ(g) U_g`. -/
def symProj (U : G →* unitaryGroup n ℂ) (χ : G →* ℤˣ) : Matrix n n ℂ :=
  (Fintype.card G : ℂ)⁻¹ • ∑ g, phase χ g • (U g : Matrix n n ℂ)

/-- Each sign squares to one. -/
theorem phase_sq {G : Type*} [Group G] (χ : G →* ℤˣ) (g : G) :
    phase χ g * phase χ g = 1 := by
  unfold phase
  rcases Int.units_eq_one_or (χ g) with h | h <;> simp [h]

/-- A symmetry operation multiplied onto the signed average, from either side,
only produces its sign. -/
theorem symProj_absorb (U : G →* unitaryGroup n ℂ) (χ : G →* ℤˣ) (h : G) :
    (U h : Matrix n n ℂ) * symProj U χ = phase χ h • symProj U χ ∧
    symProj U χ * (U h : Matrix n n ℂ) = phase χ h • symProj U χ := by
  have hU : ∀ a b : G, (U (a * b) : Matrix n n ℂ) = (U a : Matrix n n ℂ) * U b := by
    intro a b
    rw [map_mul]
    rfl
  have hχ : ∀ a b : G, phase χ (a * b) = phase χ a * phase χ b := by
    intro a b
    simp [phase]
  constructor
  · -- relabel the sum by g ↦ h g
    rw [symProj, mul_smul_comm, smul_comm (phase χ h), Finset.mul_sum, Finset.smul_sum]
    congr 1
    refine Fintype.sum_equiv (Equiv.mulLeft h) _ _ fun g => ?_
    change (U h : Matrix n n ℂ) * (phase χ g • (U g : Matrix n n ℂ)) =
      phase χ h • (phase χ (h * g) • (U (h * g) : Matrix n n ℂ))
    rw [hU, hχ, mul_smul_comm, smul_smul, ← mul_assoc, phase_sq, one_mul]
  · -- relabel the sum by g ↦ g h
    rw [symProj, smul_mul_assoc, smul_comm (phase χ h), Finset.sum_mul, Finset.smul_sum]
    congr 1
    refine Fintype.sum_equiv (Equiv.mulRight h) _ _ fun g => ?_
    change (phase χ g • (U g : Matrix n n ℂ)) * (U h : Matrix n n ℂ) =
      phase χ h • (phase χ (g * h) • (U (g * h) : Matrix n n ℂ))
    rw [hU, hχ, smul_mul_assoc, smul_smul, mul_comm (phase χ g), ← mul_assoc, phase_sq,
      one_mul]

end

end SymmetrisationProjectors
```

The error:

```
Main.lean:40:11: error: typeclass instance problem is stuck
  AddCommMonoid ?m.162

Note: Lean will not try to resolve this typeclass instance problem because the type argument to `AddCommMonoid` is a metavariable. This argument must be fully determined before Lean will try to resolve the typeclass.

Hint: Adding type annotations and supplying implicit arguments to functions can give Lean more information for typeclass resolution. For example, if you have a variable `x` that you intend to be a `Nat`, but Lean reports it as having an unresolved type like `?m`, replacing `x` with `(x : Nat)` can get typeclass resolution un-stuck.
Main.lean:47:4: error: Type mismatch
  Fintype.sum_equiv (Equiv.mulRight h) ?m.226 ?m.227 fun g => ?m.229
has type
  ∑ x, ?m.226 x = ∑ x, ?m.227 x
but is expected to have type
  ∑ x, (↑(Fintype.card G))⁻¹ • (phase χ x • ↑(U x) * ↑(U h)) =
    (↑(Fintype.card G))⁻¹ • phase χ h • ∑ g, phase χ g • ↑(U g)
```

What went wrong. Both errors come from using `Finset.smul_sum` too early. It was meant to carry χ(h) into the sum on the right, but the first scalar multiple of a sum it met was on the left, and it carried |G|⁻¹ inside there instead. The second message shows the result, a sum on the left and still a scalar multiple on the right. `congr 1` could not then cancel the common factor, and `Fintype.sum_equiv`, which proves that two sums are equal, did not fit.

The first message doesn't print its goal, but the same rewrites lead to the same shape. There Lean stopped because it could not tell the type of the summands, for which `Fintype.sum_equiv` needs an `AddCommMonoid` instance.

The repair makes the same change in both halves. With `Finset.smul_sum` taken out of the first `rw`, both sides still begin with |G|⁻¹, and `congr 1` removes it. The only scalar multiple of a sum left is the one on the right, so `Finset.smul_sum` now carries χ(h) inside, and `Fintype.sum_equiv` has a sum on each side.

The repair, with which the file compiles:

```diff
@@ -36,6 +36,7 @@
   constructor
   · -- relabel the sum by g ↦ h g
-    rw [symProj, mul_smul_comm, smul_comm (phase χ h), Finset.mul_sum, Finset.smul_sum]
+    rw [symProj, mul_smul_comm, smul_comm (phase χ h), Finset.mul_sum]
     congr 1
+    rw [Finset.smul_sum]
     refine Fintype.sum_equiv (Equiv.mulLeft h) _ _ fun g => ?_
     change (U h : Matrix n n ℂ) * (phase χ g • (U g : Matrix n n ℂ)) =
@@ -43,6 +44,7 @@
     rw [hU, hχ, mul_smul_comm, smul_smul, ← mul_assoc, phase_sq, one_mul]
   · -- relabel the sum by g ↦ g h
-    rw [symProj, smul_mul_assoc, smul_comm (phase χ h), Finset.sum_mul, Finset.smul_sum]
+    rw [symProj, smul_mul_assoc, smul_comm (phase χ h), Finset.sum_mul]
     congr 1
+    rw [Finset.smul_sum]
     refine Fintype.sum_equiv (Equiv.mulRight h) _ _ fun g => ?_
     change (phase χ g • (U g : Matrix n n ℂ)) * (U h : Matrix n n ℂ) =
```
